# On a finite lattice with nonzero real bipartite hopping, density and current histories do not determine the kinetic energy of one particle

An electron shared by two sites of equal energy, with hopping amplitude \(-J\) and \(J>0\), can occupy the bonding orbital \((1,1)/\sqrt2\) or the antibonding orbital \((1,-1)/\sqrt2\). In both cases each site carries density \(1/2\) at all times and no current flows, yet the kinetic energies are \(-J\) and \(+J\). Time-dependent density functional theory writes observables as functionals of the density history and the initial state. The two orbitals show that, for the kinetic energy, the initial state carries information that the site densities lack. The same happens for one particle on any finite lattice whose hopping is nonzero, real and bipartite.

## The lattice and its equation of motion

The sites form a finite set `n`, a state is a function from sites to complex numbers, and \(\hbar=1\).

```lean
import Mathlib

open ComplexConjugate

namespace InitialStateDependence

noncomputable section

variable {n : Type*} [Fintype n] [DecidableEq n]
```

The hopping matrix \(T\) is real and symmetric. With \(S=\mathrm{diag}(s_i)\) and \(s_i=\pm1\), the bipartite condition is

\[ STS=-T . \]

Physically, the particle hops only between two sublattices, marked by the two signs. Real entries exclude magnetic phases other than \(0\) and \(\pi\), which appear only as signs of the hopping.

```lean
/-- Bipartite hopping: `T` is real symmetric and changes sign under conjugation with the
diagonal matrix of the signs `s`. -/
structure IsBipartite (T : Matrix n n ℝ) (s : n → ℝ) : Prop where
  isSymm : T.IsSymm
  sign : ∀ i, s i = 1 ∨ s i = -1
  anti : Matrix.diagonal s * T * Matrix.diagonal s = -T
```

In a real site potential \(V_i(t)\), the wave function obeys

\[ \dot\psi_i=-\mathrm i\Big(\sum_j T_{ij}\psi_j+V_i\psi_i\Big). \]

```lean
/-- The lattice Schrödinger equation `i ψ' = (T + V(t)) ψ`, written site by site. -/
def Solves (T : Matrix n n ℝ) (V : ℝ → n → ℝ) (ψ : ℝ → n → ℂ) : Prop :=
  ∀ t i, HasDerivAt (fun τ => ψ τ i)
    (-Complex.I * (∑ j, (T i j : ℂ) * ψ t j + (V t i : ℂ) * ψ t i)) t
```

`Solves` demands this derivative at every site and every real time. It does not require normalisation, which enters later as a separate condition.

The site density is \(\rho_i=|\psi_i|^2\).

```lean
/-- The site density `|ψ_i|²`. -/
def density (ψ : n → ℂ) (i : n) : ℝ := Complex.normSq (ψ i)
```

With the bond term \(b_{ij}=\psi_i^*T_{ij}\psi_j\), the current into \(i\) from \(j\) is \(I_{ij}=2\,\mathrm{Im}\,b_{ij}\).

```lean
/-- The current flowing into site `i` from site `j`. -/
def bondCurrent (T : Matrix n n ℝ) (ψ : n → ℂ) (i j : n) : ℝ :=
  2 * (conj (ψ i) * (T i j : ℂ) * ψ j).im
```

The kinetic energy is the expectation value of the hopping, \(\langle T\rangle=\sum_{ij}b_{ij}\). Lean gives it the type `ℂ`; symmetry of \(T\) makes its value real for every state.

```lean
/-- The kinetic energy `⟨ψ|T|ψ⟩`. -/
def kinetic (T : Matrix n n ℝ) (ψ : n → ℂ) : ℂ :=
  ∑ i, ∑ j, conj (ψ i) * (T i j : ℂ) * ψ j
```

## A partner with the same density

The partner of \(\psi\) is \(\varphi=S\psi^*\), that is, \(\varphi_i=s_i\psi_i^*\).

```lean
/-- The partner state `S conj ψ`. -/
def partner (s : n → ℝ) (ψ : n → ℂ) (i : n) : ℂ := (s i : ℂ) * conj (ψ i)
```

Entry by entry, the bipartite condition reads

\[ s_iT_{ij}s_j=-T_{ij}. \]

Hence \(T_{ii}=0\), and a nonzero \(T_{ij}\) connects sites of opposite sign.

```lean
variable {T : Matrix n n ℝ} {s : n → ℝ}

/-- The relation `S T S = -T`, read entry by entry. -/
theorem IsBipartite.entry (h : IsBipartite T s) (i j : n) :
    s i * T i j * s j = -T i j := by
  have e := congrFun (congrFun h.anti i) j
  simpa only [Matrix.mul_diagonal, Matrix.diagonal_mul, Matrix.neg_apply] using e
```

The bond terms of the partner follow directly:

\[ \varphi_i^*T_{ij}\varphi_j=s_iT_{ij}s_j\,\psi_i\psi_j^*=-T_{ij}\psi_i\psi_j^*=-b_{ij}^* . \]

```lean
/-- Each bond term of the partner state is minus the complex conjugate of the original one. -/
theorem partner_bond (h : IsBipartite T s) (ψ : n → ℂ) (i j : n) :
    conj (partner s ψ i) * (T i j : ℂ) * partner s ψ j
      = -conj (conj (ψ i) * (T i j : ℂ) * ψ j) := by
  have hc : (s i : ℂ) * T i j * s j = -T i j := by exact_mod_cast h.entry i j
  simp only [partner, map_mul, Complex.conj_ofReal, Complex.conj_conj]
  linear_combination (ψ i * conj (ψ j)) * hc
```

The `linear_combination` step is the middle equality: it multiplies the entrywise relation by \(\psi_i\psi_j^*\).

For the dynamics, conjugation of the equation of motion gives \(\dot\psi^*=\mathrm i(T+V)\psi^*\). Since \(S^2=1\), the bipartite condition implies \(ST=-TS\), while the diagonal matrix \(V\) commutes with \(S\). Therefore

\[ \dot\varphi=\mathrm iS(T+V)\psi^*=\mathrm i(-T+V)\varphi=-\mathrm i(T-V)\varphi . \]

```lean
/-- If `ψ` evolves in the potential `V`, its partner evolves in the potential `-V`. -/
theorem partner_solves (h : IsBipartite T s) {V : ℝ → n → ℝ} {ψ : ℝ → n → ℂ}
    (hψ : Solves T V ψ) : Solves T (-V) (fun t => partner s (ψ t)) := by
  intro t i
  -- complex conjugation of the equation of motion
  have h1 : HasDerivAt (fun τ => conj (ψ τ i))
      (Complex.I * (∑ j, (T i j : ℂ) * conj (ψ t j) + (V t i : ℂ) * conj (ψ t i))) t := by
    refine (hψ t i).star.congr_deriv ?_
    simp only [Complex.star_def, map_mul, map_neg, map_add, map_sum, Complex.conj_I,
      Complex.conj_ofReal, neg_neg]
  -- moving the signs through the hopping matrix reverses it
  have h2 : ∑ j, (T i j : ℂ) * partner s (ψ t) j
      = -(s i : ℂ) * ∑ j, (T i j : ℂ) * conj (ψ t j) := by
    rw [Finset.mul_sum]
    refine Finset.sum_congr rfl fun j _ => ?_
    have hr : T i j * s j = -(s i * T i j) := by
      have e := h.entry i j
      rcases h.sign i with hi | hi <;> rw [hi] at e ⊢ <;> linarith
    have hc : (T i j : ℂ) * s j = -(s i * T i j) := by exact_mod_cast hr
    simp only [partner]
    linear_combination conj (ψ t j) * hc
  refine (h1.const_mul (s i : ℂ)).congr_deriv ?_
  rw [h2]
  simp only [partner, Pi.neg_apply, Complex.ofReal_neg]
  ring
```

Here `h1` is the conjugated equation and `h2` moves the signs through the hopping sum. Multiplying `h1` by the constant \(s_i\) then gives the evolution in \(-V\). If \(V\) varies in space, \(V\) and \(-V\) differ by more than a spatial constant, so one density history belongs to two potentials, in general with different initial states.

The densities agree because \(|s_i\psi_i^*|^2=|\psi_i|^2\). The currents agree because \(\mathrm{Im}(-b_{ij}^*)=\mathrm{Im}\,b_{ij}\).

```lean
/-- A state and its partner have the same site densities and the same bond currents. -/
theorem partner_density_current (h : IsBipartite T s) (ψ : n → ℂ) :
    density (partner s ψ) = density ψ ∧ bondCurrent T (partner s ψ) = bondCurrent T ψ := by
  constructor
  · funext i
    rcases h.sign i with hi | hi <;> simp [density, partner, hi]
  · funext i j
    unfold bondCurrent
    rw [partner_bond h, Complex.neg_im, Complex.conj_im, neg_neg]
```

For the kinetic energy, symmetry of \(T\) gives \(b_{ij}^*=b_{ji}\), so

\[ \langle T\rangle_\varphi=-\sum_{ij}b_{ij}^*=-\sum_{ij}b_{ji}=-\langle T\rangle_\psi . \]

```lean
/-- The partner state has the opposite kinetic energy. -/
theorem partner_kinetic (h : IsBipartite T s) (ψ : n → ℂ) :
    kinetic T (partner s ψ) = -kinetic T ψ := by
  unfold kinetic
  simp only [partner_bond h, Finset.sum_neg_distrib, map_mul, Complex.conj_ofReal,
    Complex.conj_conj]
  rw [neg_inj, Finset.sum_comm]
  refine Finset.sum_congr rfl fun i _ => Finset.sum_congr rfl fun j _ => ?_
  rw [h.isSymm.apply i j]
  ring
```

`Finset.sum_comm` exchanges the two summations, and `h.isSymm.apply` supplies \(T_{ji}=T_{ij}\).

In a tight-binding propagation code with real bipartite hopping this becomes a check with two runs: one from `psi0` with `V`, the other from `s * conj(psi0)` with `-V`. Here `V` must contain all site energies, not only the applied potential. The densities should coincide and the kinetic energies should cancel. A Crank–Nicolson step preserves the relation exactly for any step size, provided both runs sample the potential at the same times. With this scheme, disagreement beyond rounding and solver tolerance therefore signals an error. Agreement does not prove the code right: it survives a wrong overall sign of \(T\) or of \(V\) in both runs, and it says nothing about whether the time step is small enough. This discrete version follows from the same algebra and is not part of the Lean development.

## The current that enters the continuity equation

Differentiating the density gives

\[ \dot\rho_i=2\,\mathrm{Re}(\psi_i^*\dot\psi_i)=2\,\mathrm{Im}\Big(\psi_i^*\sum_jT_{ij}\psi_j\Big)=\sum_jI_{ij}. \]

The potential contributes \(2\,\mathrm{Re}(-\mathrm iV_i|\psi_i|^2)=0\). The currents \(I_{ij}\) into a site thus add up to the rate of change of its density.

```lean
omit [DecidableEq n] in
/-- Continuity equation: the density on a site changes at the rate of the total current
flowing into it. -/
theorem continuity {V : ℝ → n → ℝ} {ψ : ℝ → n → ℂ} (hψ : Solves T V ψ) (t : ℝ) (i : n) :
    HasDerivAt (fun τ => density (ψ τ) i) (∑ j, bondCurrent T (ψ t) i j) t := by
  have hre := Complex.reCLM.hasFDerivAt.comp_hasDerivAt t (hψ t i)
  have him := Complex.imCLM.hasFDerivAt.comp_hasDerivAt t (hψ t i)
  have hJ : ∑ j, bondCurrent T (ψ t) i j
      = 2 * (conj (ψ t i) * ∑ j, (T i j : ℂ) * ψ t j).im := by
    simp only [bondCurrent, Finset.mul_sum, Complex.im_sum, mul_assoc]
  refine ((hre.mul hre).add (him.mul him)).congr_deriv ?_
  rw [hJ]
  generalize ∑ j, (T i j : ℂ) * ψ t j = A
  simp [Complex.mul_re, Complex.mul_im]
  ring
```

Lean differentiates \((\mathrm{Re}\,\psi_i)^2+(\mathrm{Im}\,\psi_i)^2\). The hopping sum is abbreviated to `A`, after which real algebra removes the potential.

## Two stationary states with the same density and current histories

It remains to find a state with \(\langle T\rangle\neq0\). A nonzero real symmetric matrix has a real eigenvector \(v\) with eigenvalue \(E\neq0\), since it can be diagonalised and its eigenvalues cannot all vanish. Choose \(c\) with \(c^2\sum_iv_i^2=1\) and set

\[ \psi_i(t)=e^{-\mathrm iEt}\,c\,v_i . \]

At \(V=0\) this solves the equation of motion, because \(\dot\psi_i=-\mathrm iE\psi_i=-\mathrm i\sum_jT_{ij}\psi_j\). The phase has modulus one, so \(\sum_i\rho_i=1\), and \(\langle T\rangle=\sum_i\psi_i^*E\psi_i=E\).

```lean
omit [DecidableEq n] in
/-- Nonzero symmetric hopping without potential has a normalised solution whose kinetic energy
is constant and nonzero. -/
theorem exists_free_state (hs : T.IsSymm) (hT : T ≠ 0) :
    ∃ (ψ : ℝ → n → ℂ) (E : ℝ), E ≠ 0 ∧ Solves T 0 ψ ∧
      (∀ t, ∑ i, density (ψ t) i = 1) ∧ ∀ t, kinetic T (ψ t) = E := by
  have hH : T.IsHermitian := Matrix.IsHermitian.ext fun i j => by simpa using hs.apply i j
  obtain ⟨v, E, hE, hv, hTv⟩ := hH.exists_eigenvector_of_ne_zero hT
  -- normalise the eigenvector
  have hN : 0 < ∑ i, v i ^ 2 := by
    obtain ⟨i, hi⟩ := Function.ne_iff.mp hv
    have hi' : v i ≠ 0 := hi
    exact Finset.sum_pos' (fun i _ => sq_nonneg _) ⟨i, Finset.mem_univ i, by positivity⟩
  obtain ⟨c, hc⟩ : ∃ c : ℝ, c ^ 2 * ∑ i, v i ^ 2 = 1 :=
    ⟨(√(∑ i, v i ^ 2))⁻¹, by rw [inv_pow, Real.sq_sqrt hN.le, inv_mul_cancel₀ hN.ne']⟩
  have hw (e : ℂ) (i : n) : ∑ j, (T i j : ℂ) * (e * ((c * v j : ℝ) : ℂ))
      = e * (E * ((c * v i : ℝ) : ℂ)) := by
    have h1 : ∑ j, T i j * v j = E * v i := congrFun hTv i
    have h2 : ∑ j, (T i j : ℂ) * (v j : ℂ) = E * v i := by exact_mod_cast h1
    calc _ = e * c * ∑ j, (T i j : ℂ) * (v j : ℂ) := by
          rw [Finset.mul_sum]
          refine Finset.sum_congr rfl fun j _ => ?_
          push_cast
          ring
      _ = _ := by
          rw [h2]
          push_cast
          ring
  let ψ : ℝ → n → ℂ := fun t i => Complex.exp (-(Complex.I * E) * t) * ((c * v i : ℝ) : ℂ)
  have hnorm (t : ℝ) : ∑ i, density (ψ t) i = 1 := by
    have he : Complex.normSq (Complex.exp (-(Complex.I * E) * t)) = 1 := by
      rw [Complex.normSq_eq_norm_sq, Complex.norm_exp]
      simp
    rw [← hc, Finset.mul_sum]
    refine Finset.sum_congr rfl fun i _ => ?_
    simp only [density, ψ]
    rw [Complex.normSq_mul, he, Complex.normSq_ofReal]
    ring
  refine ⟨ψ, E, hE, fun t i => ?_, hnorm, fun t => ?_⟩
  · have h1 : HasDerivAt (fun τ : ℝ => -(Complex.I * E) * (τ : ℂ)) (-(Complex.I * E)) t :=
      ((hasDerivAt_id t).ofReal_comp.const_mul (-(Complex.I * E))).congr_deriv (by simp)
    refine (h1.cexp.mul_const ((c * v i : ℝ) : ℂ)).congr_deriv ?_
    simp only [ψ, hw, Pi.zero_apply, Complex.ofReal_zero]
    ring
  · have h1 : kinetic T (ψ t) = ∑ i, (E : ℂ) * (density (ψ t) i : ℂ) := by
      refine Finset.sum_congr rfl fun i _ => ?_
      simp only [mul_assoc, ← Finset.mul_sum]
      rw [density, Complex.normSq_eq_conj_mul_self]
      simp only [ψ, hw]
      ring
    rw [h1, ← Finset.mul_sum, ← Complex.ofReal_sum, hnorm, Complex.ofReal_one, mul_one]
```

The eigenvector comes from Mathlib's `exists_eigenvector_of_ne_zero`, and `hw` is the eigenvalue equation for \(c\,v\) times an arbitrary complex factor. The last two bullets check the time derivative and the kinetic energy.

Now suppose a functional \(F\) gave \(\langle T\rangle\) at time \(t\) from the histories \(\rho\) and \(I\), for every normalised solution at \(V=0\). Since \(-V=0\) as well, the partner of the stationary state is also such a solution, with the same histories. At \(t=0\),

\[ E=F[\rho,I](0)=-E, \]

which contradicts \(E\neq0\).

```lean
/-- For nonzero bipartite hopping, no functional of the density and current histories gives the
kinetic energy of all normalised solutions, even with the potential fixed to zero. -/
theorem kinetic_not_functional_of_density_current (h : IsBipartite T s) (hT : T ≠ 0) :
    ¬ ∃ F : (ℝ → n → ℝ) → (ℝ → n → n → ℝ) → ℝ → ℂ, ∀ ψ : ℝ → n → ℂ, Solves T 0 ψ →
      (∀ t, ∑ i, density (ψ t) i = 1) → ∀ t, kinetic T (ψ t)
        = F (fun τ => density (ψ τ)) (fun τ => bondCurrent T (ψ τ)) t := by
  rintro ⟨F, hF⟩
  obtain ⟨ψ, E, hE, hψ, hn, hk⟩ := exists_free_state h.isSymm hT
  have hd (τ : ℝ) := (partner_density_current h (ψ τ)).1
  have hj (τ : ℝ) := (partner_density_current h (ψ τ)).2
  have hφ := partner_solves h hψ
  rw [neg_zero] at hφ
  -- the functional sees the same histories for both states
  have h1 := hF ψ hψ hn 0
  have h2 := hF _ hφ (fun t => by simpa only [hd] using hn t) 0
  simp only [hd, hj, partner_kinetic h] at h2
  have h3 : (E : ℂ) = 0 := by linear_combination (h1 - h2) / 2 - hk 0
  exact hE (by exact_mod_cast h3)
```

`h1` and `h2` are the two evaluations of \(F\), and `h3` is the resulting \(E=0\). The functional may depend on \(T\) and may use the entire history, future included; neither causality nor continuity is required of it. Both evolutions have the same potential and differ only in their initial state.

A functional of the density alone is a functional of both histories that ignores the current, so it is excluded too.

```lean
/-- For nonzero bipartite hopping, the kinetic energy of normalised solutions at zero potential
is no functional of the density history alone. -/
theorem kinetic_not_functional_of_density (h : IsBipartite T s) (hT : T ≠ 0) :
    ¬ ∃ F : (ℝ → n → ℝ) → ℝ → ℂ, ∀ ψ : ℝ → n → ℂ, Solves T 0 ψ →
      (∀ t, ∑ i, density (ψ t) i = 1) →
        ∀ t, kinetic T (ψ t) = F (fun τ => density (ψ τ)) t := by
  rintro ⟨F, hF⟩
  exact kinetic_not_functional_of_density_current h hT ⟨fun ρ _ => F ρ, hF⟩
```

In this lattice model, a kinetic-energy functional valid for all initial states therefore needs information about the initial state beyond the density and current histories. One spinless particle in continuous space is different: without a magnetic field and with unit mass, its density \(\rho\) and current density \(\mathbf j\) fix the kinetic energy as \(\tfrac12\int(|\nabla\sqrt\rho|^2+|\mathbf j|^2/\rho)\,d\mathbf r\). On the lattice, the bond current fixes only the sine of the phase difference between two sites, while the kinetic energy depends on its cosine. The theorems do not treat interacting electrons. Nor do they exclude a functional restricted to a single prescribed initial state, such as the ground state from which many simulations start.

The bipartite condition matters even at the smallest size. Take one site with \(T=(\varepsilon)\) and \(\varepsilon\neq0\), which is a site energy counted as part of \(T\) rather than a hop. This matrix is symmetric and nonzero, but \(STS=T\neq-T\). Every normalised state has \(\langle T\rangle=\varepsilon\), so the constant functional \(F=\varepsilon\) works and the conclusion fails.

## Open chains of two or more sites

On an open chain, let \(T_{ij}=-J\) for nearest neighbours and \(T_{ij}=0\) otherwise.

```lean
/-- Nearest-neighbour hopping of amplitude `-J` on an open chain of `L` sites. -/
def chainHopping (L : ℕ) (J : ℝ) : Matrix (Fin L) (Fin L) ℝ :=
  Matrix.of fun i j => if i.val + 1 = j.val ∨ j.val + 1 = i.val then -J else 0
```

Number the sites from zero and take \(s_i=(-1)^i\). Neighbours have opposite signs, so \(s_iT_{ij}s_j=-T_{ij}\) on every bond, and both sides vanish elsewhere. For \(J\neq0\) and at least two sites, the entry \(T_{01}=-J\) shows that \(T\neq0\).

```lean
/-- The open chain with at least two sites and `J ≠ 0` is nonzero bipartite hopping, with
signs that alternate along the chain. -/
theorem isBipartite_witness (L : ℕ) {J : ℝ} (hJ : J ≠ 0) :
    IsBipartite (chainHopping (L + 2) J) (fun i => (-1) ^ i.val) ∧
      chainHopping (L + 2) J ≠ 0 := by
  refine ⟨⟨Matrix.IsSymm.ext fun i j => by simp [chainHopping, or_comm],
    fun i => neg_one_pow_eq_or ℝ i.val, ?_⟩, fun h => ?_⟩
  · ext i j
    have hsq (k : ℕ) : (-1 : ℝ) ^ k * (-1) ^ k = 1 := by
      rw [← mul_pow]
      norm_num
    simp only [Matrix.mul_diagonal, Matrix.diagonal_mul, Matrix.neg_apply, chainHopping,
      Matrix.of_apply]
    split_ifs with hij
    · rcases hij with hij | hij
      · rw [← hij, pow_succ]
        linear_combination J * hsq i.val
      · rw [← hij, pow_succ]
        linear_combination J * hsq j.val
    · simp
  · have e := congrFun (congrFun h ⟨0, by omega⟩) ⟨1, by omega⟩
    exact hJ (by simpa [chainHopping] using e)

end

end InitialStateDependence
```

The length is written `L + 2`, which starts the family at the two-site molecule. The case split `hij` separates bonds from the remaining pairs, and `hsq` supplies \(s_i^2=1\). Both impossibility theorems therefore apply to each of these chains.

```lean
#print axioms InitialStateDependence.continuity
-- 'InitialStateDependence.continuity' depends on axioms: [propext, Classical.choice, Quot.sound]
#print axioms InitialStateDependence.kinetic_not_functional_of_density_current
-- 'InitialStateDependence.kinetic_not_functional_of_density_current' depends on axioms: [propext, Classical.choice, Quot.sound]
#print axioms InitialStateDependence.kinetic_not_functional_of_density
-- 'InitialStateDependence.kinetic_not_functional_of_density' depends on axioms: [propext, Classical.choice, Quot.sound]
```
